# A larger spin weight moves the two-iteration Anderson coefficient strictly towards the spin optimum when the channel optima differ

Let $a_0,a_1$ be the charge residuals of two self-consistency iterations and $b_0,b_1$ their spin residuals, with $a_0\neq a_1$ and $b_0\neq b_1$. One coefficient $c$ mixes both channels, and it is chosen to minimize

$$J_w(c)=\|(1-c)a_1+c\,a_0\|^2+w\,\|(1-c)b_1+c\,b_0\|^2,\qquad w>0.$$

Each channel taken alone has its own best coefficient, $c_a$ for charge and $c_b$ for spin. If $c_a\neq c_b$, the minimizer of $J_w$ lies strictly between them and moves strictly from $c_a$ towards $c_b$ as $w$ grows. If $c_a=c_b$, it stays at the common value. For scalar residuals, $c_a=a_1/(a_1-a_0)$ and $c_b=b_1/(b_1-b_0)$.

For spin-polarised electronic-structure calculations, this says how the relative spin weight in the residual metric biases an Anderson step that uses two stored iterations and one shared coefficient.

## Residuals, metric and minimizer

The charge residuals are vectors in a real inner product space `E` and the spin residuals are vectors in another, `F`. The dimensions are arbitrary, and each inner product may already contain a metric of its own, such as a wavevector-dependent weight.

```lean
import Mathlib

open Filter Topology

namespace AndersonResidualMetric

noncomputable section

variable {E F : Type*} [NormedAddCommGroup E] [InnerProductSpace ℝ E]
  [NormedAddCommGroup F] [InnerProductSpace ℝ F]
```

For either channel, write $r_0,r_1$ for its two residuals. Combining the two iterations with weights $c$ and $1-c$ predicts the residual $r(c)=(1-c)r_1+c\,r_0$. The docstring below calls this combination linear mixing; it is not the simple damped update of a single iteration that often goes by that name. Thus $c=0$ keeps $r_1$ and $c=1$ keeps $r_0$. The coefficient may be any real number, so extrapolation is allowed. The prediction equals the true residual of the mixed density when the residual depends affinely on the density; otherwise it is a linear model.

```lean
/-- The residual predicted by linear mixing of two iterations with coefficient `c`. -/
def mixed (r₀ r₁ : E) (c : ℝ) : E := (1 - c) • r₁ + c • r₀
```

The objective $J_w$ adds the squared lengths of the two mixed residuals. The constant $w$ sets how heavily a spin error counts against a charge error. It belongs to the chosen metric and is not a property of the material.

```lean
/-- The squared length of the mixed charge and spin residuals, with weight `w` on spin. -/
def objective (a₀ a₁ : E) (b₀ b₁ : F) (w c : ℝ) : ℝ :=
  ‖mixed a₀ a₁ c‖ ^ 2 + w * ‖mixed b₀ b₁ c‖ ^ 2
```

A minimizer is a coefficient whose objective value is no larger than that of any other real coefficient. Existence and uniqueness are not part of this definition; they are derived below.

```lean
/-- The coefficient `c` minimizes the weighted residual over all real coefficients. -/
def IsMinimizer (a₀ a₁ : E) (b₀ b₁ : F) (w c : ℝ) : Prop :=
  ∀ x : ℝ, objective a₀ a₁ b₀ b₁ w c ≤ objective a₀ a₁ b₀ b₁ w x
```

For one channel with difference $d=r_1-r_0\neq0$, we have $r(c)=r_1-c\,d$. Setting the derivative of $\|r(c)\|^2$ to zero gives the optimum $\langle d,r_1\rangle/\|d\|^2$. This defines $c_a$ and $c_b$.

```lean
/-- The optimal mixing coefficient of a single channel, for two residuals that differ. -/
def channelOpt (r₀ r₁ : E) : ℝ := inner ℝ (r₁ - r₀) r₁ / ‖r₁ - r₀‖ ^ 2
```

Write $A=\|a_1-a_0\|^2$ and $B=\|b_1-b_0\|^2$. Up to a common factor of 2, the curvatures of the two terms of $J_w$ are $A$ and $wB$. The spin channel therefore has the share

$$t(w)=\frac{wB}{A+wB}.$$

```lean
/-- The share of the spin channel in the total curvature, where `A` and `B` are the squared
residual differences of charge and spin; the domain is `A + w * B ≠ 0`. -/
def spinShare (A B w : ℝ) : ℝ := w * B / (A + w * B)
```

## Each channel is a parabola about its optimum

Since the residuals of a channel differ, $D=\|r_1-r_0\|^2$ is positive.

```lean
omit [InnerProductSpace ℝ E] in
/-- Two residuals that differ have a positive squared difference. -/
lemma diffSq_pos {r₀ r₁ : E} (h : r₀ ≠ r₁) : 0 < ‖r₁ - r₀‖ ^ 2 :=
  pow_pos (norm_pos_iff.2 (sub_ne_zero.2 h.symm)) 2
```

Expanding the square gives

$$\|r(c)\|^2=\|r_1\|^2-2c\,\langle d,r_1\rangle+c^2D.$$

Let $o$ be the channel optimum, so that $oD=\langle d,r_1\rangle$. Subtracting the value at $o$ leaves

$$\|r(c)\|^2-\|r(o)\|^2=-2(c-o)\,oD+(c^2-o^2)D=D(c-o)^2.$$

In the proof, `key` is the expansion and `ho` is the equation for $o$. The final `linear_combination` carries out the subtraction.

```lean
/-- For two residuals that differ, the squared mixed residual is a parabola in the mixing
coefficient, centred at the optimum of the channel. -/
theorem normSq_mixed {r₀ r₁ : E} (h : r₀ ≠ r₁) (c : ℝ) :
    ‖mixed r₀ r₁ c‖ ^ 2 = ‖mixed r₀ r₁ (channelOpt r₀ r₁)‖ ^ 2
      + ‖r₁ - r₀‖ ^ 2 * (c - channelOpt r₀ r₁) ^ 2 := by
  have key : ∀ x : ℝ, ‖mixed r₀ r₁ x‖ ^ 2 =
      ‖r₁‖ ^ 2 - 2 * x * inner ℝ (r₁ - r₀) r₁ + x ^ 2 * ‖r₁ - r₀‖ ^ 2 := by
    intro x
    have hx : mixed r₀ r₁ x = r₁ - x • (r₁ - r₀) := by
      unfold mixed
      module
    rw [hx, norm_sub_sq_real, real_inner_smul_right, norm_smul, mul_pow,
      Real.norm_eq_abs, sq_abs, real_inner_comm]
    ring
  -- the normal equation of the single channel
  have ho : channelOpt r₀ r₁ * ‖r₁ - r₀‖ ^ 2 = inner ℝ (r₁ - r₀) r₁ :=
    div_mul_cancel₀ _ (diffSq_pos h).ne'
  rw [key c, key (channelOpt r₀ r₁)]
  linear_combination 2 * (c - channelOpt r₀ r₁) * ho
```

## The weighted minimizer is an average of the two optima

Put $S=A+wB>0$ and

$$s=(1-t)c_a+t\,c_b=\frac{A\,c_a+wB\,c_b}{S}.$$

Using the two parabolas, the difference of the objective between $x$ and $s$ is

$$\begin{aligned}
J_w(x)-J_w(s)&=(x-s)\bigl[A(x+s-2c_a)+wB(x+s-2c_b)\bigr]\\
&=(x-s)\bigl[S(x+s)-2Ss\bigr]=S(x-s)^2.
\end{aligned}$$

The right-hand side is never negative and vanishes only at $x=s$, so $s$ is the unique minimizer. The equivalence in `isMinimizer_iff` contains both facts: $s$ is a minimizer, and every minimizer equals $s$.

In the code, `ht` is the defining equation of $t$, `hN` is $Ss=A\,c_a+wB\,c_b$, and `gap` is the displayed identity. For uniqueness, a minimizer $c\neq s$ would exceed the value at $s$ by $S(c-s)^2>0$, a contradiction. For existence, the nonnegative square suffices.

```lean
/-- For differing charge residuals, differing spin residuals and `w > 0`, the unique minimizer
is the average of the two channel optima, weighted by the spin share. -/
theorem isMinimizer_iff {a₀ a₁ : E} {b₀ b₁ : F} (ha : a₀ ≠ a₁) (hb : b₀ ≠ b₁)
    {w : ℝ} (hw : 0 < w) (c : ℝ) :
    IsMinimizer a₀ a₁ b₀ b₁ w c ↔
      c = (1 - spinShare (‖a₁ - a₀‖ ^ 2) (‖b₁ - b₀‖ ^ 2) w) * channelOpt a₀ a₁
        + spinShare (‖a₁ - a₀‖ ^ 2) (‖b₁ - b₀‖ ^ 2) w * channelOpt b₀ b₁ := by
  have hS : 0 < ‖a₁ - a₀‖ ^ 2 + w * ‖b₁ - b₀‖ ^ 2 :=
    add_pos (diffSq_pos ha) (mul_pos hw (diffSq_pos hb))
  have ht : spinShare (‖a₁ - a₀‖ ^ 2) (‖b₁ - b₀‖ ^ 2) w
      * (‖a₁ - a₀‖ ^ 2 + w * ‖b₁ - b₀‖ ^ 2) = w * ‖b₁ - b₀‖ ^ 2 :=
    div_mul_cancel₀ _ hS.ne'
  generalize spinShare (‖a₁ - a₀‖ ^ 2) (‖b₁ - b₀‖ ^ 2) w = t at ht ⊢
  obtain ⟨s, hs⟩ : ∃ s, s = (1 - t) * channelOpt a₀ a₁ + t * channelOpt b₀ b₁ := ⟨_, rfl⟩
  rw [← hs]
  -- the normal equation of the weighted problem
  have hN : (‖a₁ - a₀‖ ^ 2 + w * ‖b₁ - b₀‖ ^ 2) * s =
      ‖a₁ - a₀‖ ^ 2 * channelOpt a₀ a₁ + w * ‖b₁ - b₀‖ ^ 2 * channelOpt b₀ b₁ := by
    rw [hs]
    linear_combination (channelOpt b₀ b₁ - channelOpt a₀ a₁) * ht
  -- the objective is a parabola centred at `s`
  have gap : ∀ x, objective a₀ a₁ b₀ b₁ w x = objective a₀ a₁ b₀ b₁ w s
      + (‖a₁ - a₀‖ ^ 2 + w * ‖b₁ - b₀‖ ^ 2) * (x - s) ^ 2 := by
    intro x
    unfold objective
    linear_combination normSq_mixed ha x + w * normSq_mixed hb x
      - normSq_mixed ha s - w * normSq_mixed hb s + 2 * (x - s) * hN
  constructor
  · intro h
    have h1 := h s
    have h2 := gap c
    by_contra hne
    have h3 := mul_pos hS (pow_pos (abs_pos.2 (sub_ne_zero.2 hne)) 2)
    rw [sq_abs] at h3
    linarith
  · intro h x
    rw [h]
    have h1 := gap x
    have h2 := mul_nonneg hS.le (sq_nonneg (x - s))
    linarith
```

## The spin share grows with the weight

For $0<w<w'$,

$$t(w')-t(w)=\frac{AB\,(w'-w)}{(A+wB)(A+w'B)}>0,\qquad 1-t(w')=\frac{A}{A+w'B}>0,$$

and $t(w)>0$ because its numerator and denominator are positive. Lean clears the denominators with `div_lt_div_iff₀` and supplies the positive product $AB(w'-w)$ to `nlinarith`.

```lean
/-- For positive `A` and `B`, the spin share grows strictly with the positive weight and stays
strictly between 0 and 1. -/
theorem spinShare_lt {A B w w' : ℝ} (hA : 0 < A) (hB : 0 < B) (hw : 0 < w) (h : w < w') :
    0 < spinShare A B w ∧ spinShare A B w < spinShare A B w' ∧ spinShare A B w' < 1 := by
  have hw' : 0 < w' := hw.trans h
  have h1 : 0 < A + w * B := by positivity
  have h2 : 0 < A + w' * B := by positivity
  unfold spinShare
  refine ⟨by positivity, ?_, ?_⟩
  · rw [div_lt_div_iff₀ h1 h2]
    nlinarith [mul_pos (mul_pos hA hB) (sub_pos.2 h)]
  · rw [div_lt_one h2]
    linarith
```

## The coefficient moves strictly and stays between the optima

Let $c$ and $c'$ be the minimizers at $w$ and $w'$. The averaging formula gives

$$\begin{aligned}
c-c_a&=t(w)\,(c_b-c_a),\\
c'-c&=\bigl(t(w')-t(w)\bigr)(c_b-c_a),\\
c_b-c'&=\bigl(1-t(w')\bigr)(c_b-c_a).
\end{aligned}$$

All three prefactors are positive. If $c_a<c_b$, then $c_a<c<c'<c_b$; if $c_b<c_a$, then $c_b<c'<c<c_a$. The theorem states the two cases as two implications. The three products passed to `nlinarith` are the right-hand sides above, with the sign adapted to each case.

Both pairs of residuals must differ for this motion. If only one pair did, the other term of $J_w$ would be constant in $c$, and the minimizer would be the same for every positive weight.

```lean
/-- For differing charge residuals and differing spin residuals, raising the positive spin weight
moves the minimizer strictly from the charge optimum towards the spin optimum, and it stays strictly
between them, provided that the two optima differ. -/
theorem minimizer_strict_motion {a₀ a₁ : E} {b₀ b₁ : F} (ha : a₀ ≠ a₁) (hb : b₀ ≠ b₁)
    {w w' c c' : ℝ} (hw : 0 < w) (hww : w < w')
    (hc : IsMinimizer a₀ a₁ b₀ b₁ w c) (hc' : IsMinimizer a₀ a₁ b₀ b₁ w' c') :
    (channelOpt a₀ a₁ < channelOpt b₀ b₁ →
      channelOpt a₀ a₁ < c ∧ c < c' ∧ c' < channelOpt b₀ b₁) ∧
    (channelOpt b₀ b₁ < channelOpt a₀ a₁ →
      channelOpt b₀ b₁ < c' ∧ c' < c ∧ c < channelOpt a₀ a₁) := by
  rw [isMinimizer_iff ha hb hw] at hc
  rw [isMinimizer_iff ha hb (hw.trans hww)] at hc'
  obtain ⟨h0, h1, h2⟩ := spinShare_lt (diffSq_pos ha) (diffSq_pos hb) hw hww
  rw [hc, hc']
  constructor <;> intro h <;> refine ⟨?_, ?_, ?_⟩ <;>
    nlinarith [mul_pos h0 (sub_pos.2 h), mul_pos (sub_pos.2 h1) (sub_pos.2 h),
      mul_pos (sub_pos.2 h2) (sub_pos.2 h)]
```

When $c_a=c_b$, the average is $(1-t)c_a+t\,c_a=c_a$ for every positive weight.

```lean
/-- For differing charge residuals and differing spin residuals whose channel optima coincide,
the minimizer is that common value at every positive weight. -/
theorem minimizer_of_coincide {a₀ a₁ : E} {b₀ b₁ : F} (ha : a₀ ≠ a₁) (hb : b₀ ≠ b₁)
    (h : channelOpt a₀ a₁ = channelOpt b₀ b₁) {w : ℝ} (hw : 0 < w) (c : ℝ) :
    IsMinimizer a₀ a₁ b₀ b₁ w c ↔ c = channelOpt a₀ a₁ := by
  rw [isMinimizer_iff ha hb hw, ← h, ← add_mul, sub_add_cancel, one_mul]
```

## Small and large weights recover the separate channels

At $w=0$ the denominator of $t$ is $A\neq0$, so $t$ is continuous there and tends to $0$. For large $w$,

$$t(w)=1-\frac{A}{A+wB}\longrightarrow1.$$

Hence the minimizer tends to $c_a$ as $w\to0^+$ and to $c_b$ as $w\to\infty$. In Lean, `c` is a function that returns a minimizer at each positive weight; its values elsewhere are unrestricted. The filter `𝓝[>] 0` is the approach to zero from above. The intermediate claim `key` transfers a limit of the share to the minimizer, and `h0` and `h1` are the two limits of the share.

```lean
/-- For differing charge residuals and differing spin residuals, the minimizer tends to the charge
optimum as the positive weight vanishes and to the spin optimum as it grows without bound. -/
theorem minimizer_limits {a₀ a₁ : E} {b₀ b₁ : F} (ha : a₀ ≠ a₁) (hb : b₀ ≠ b₁)
    {c : ℝ → ℝ} (hc : ∀ w, 0 < w → IsMinimizer a₀ a₁ b₀ b₁ w (c w)) :
    Tendsto c (𝓝[>] 0) (𝓝 (channelOpt a₀ a₁)) ∧
      Tendsto c atTop (𝓝 (channelOpt b₀ b₁)) := by
  have hA := diffSq_pos ha
  have hB := diffSq_pos hb
  have hform := fun w (hw : 0 < w) => (isMinimizer_iff ha hb hw (c w)).1 (hc w hw)
  generalize ‖a₁ - a₀‖ ^ 2 = A at hA hform
  generalize ‖b₁ - b₀‖ ^ 2 = B at hB hform
  -- a limit of the spin share gives a limit of the minimizer
  have key : ∀ (l : Filter ℝ) (x : ℝ), Tendsto (fun w => spinShare A B w) l (𝓝 x) →
      (∀ᶠ w in l, 0 < w) →
      Tendsto c l (𝓝 ((1 - x) * channelOpt a₀ a₁ + x * channelOpt b₀ b₁)) := by
    intro l x hx hl
    refine Tendsto.congr' ?_ (((tendsto_const_nhds.sub hx).mul_const (channelOpt a₀ a₁)).add
      (hx.mul_const (channelOpt b₀ b₁)))
    filter_upwards [hl] with w hw
    exact (hform w hw).symm
  have h0 : Tendsto (fun w => spinShare A B w) (𝓝[>] 0) (𝓝 0) := by
    have h : ContinuousAt (fun w : ℝ => w * B / (A + w * B)) 0 :=
      ContinuousAt.div (by fun_prop) (by fun_prop) (by simpa using hA.ne')
    have h' := h.tendsto
    simp only [zero_mul, zero_div] at h'
    exact h'.mono_left nhdsWithin_le_nhds
  have h1 : Tendsto (fun w => spinShare A B w) atTop (𝓝 1) := by
    have hd : Tendsto (fun w : ℝ => A + w * B) atTop atTop :=
      tendsto_atTop_add_const_left _ _ (tendsto_id.atTop_mul_const hB)
    have hq : Tendsto (fun w : ℝ => 1 - A / (A + w * B)) atTop (𝓝 (1 - 0)) :=
      tendsto_const_nhds.sub (tendsto_const_nhds.div_atTop hd)
    rw [sub_zero] at hq
    refine hq.congr' ?_
    filter_upwards [eventually_gt_atTop (0 : ℝ)] with w hw
    have hS : A + w * B ≠ 0 := by positivity
    unfold spinShare
    rw [eq_div_iff hS, sub_mul, div_mul_cancel₀ _ hS]
    ring
  exact ⟨by simpa using key _ 0 h0 self_mem_nhdsWithin,
    by simpa using key _ 1 h1 (eventually_gt_atTop 0)⟩
```

## Scalar residuals give the secant coefficients

For real numbers the inner product is multiplication, so

$$\frac{(r_1-r_0)\,r_1}{(r_1-r_0)^2}=\frac{r_1}{r_1-r_0}.$$

This coefficient makes the mixed scalar residual vanish, as in a secant step.

```lean
/-- For two scalar residuals that differ, the channel optimum is the secant coefficient. -/
theorem channelOpt_real {r₀ r₁ : ℝ} (h : r₀ ≠ r₁) : channelOpt r₀ r₁ = r₁ / (r₁ - r₀) := by
  have hd : r₁ - r₀ ≠ 0 := sub_ne_zero.2 h.symm
  have hi : inner ℝ (r₁ - r₀) r₁ = r₁ * (r₁ - r₀) := by
    simp
  rw [channelOpt, hi, Real.norm_eq_abs, sq_abs, sq, mul_div_mul_right _ _ hd]
```

The scalar theorem writes the objective out in full and assumes that `c` and `c'` minimize it at `w` and `w'`. The proof identifies these assumptions with `IsMinimizer`, applies the general theorem and substitutes the secant coefficients.

```lean
/-- For scalar charge residuals that differ and scalar spin residuals that differ, raising the
positive spin weight moves the minimizer strictly from the charge secant coefficient towards the
spin secant coefficient, provided that these two coefficients differ. -/
theorem scalar_strict_motion {a₀ a₁ b₀ b₁ w w' c c' : ℝ} (ha : a₀ ≠ a₁) (hb : b₀ ≠ b₁)
    (hw : 0 < w) (hww : w < w')
    (hc : ∀ x : ℝ, ((1 - c) * a₁ + c * a₀) ^ 2 + w * ((1 - c) * b₁ + c * b₀) ^ 2
      ≤ ((1 - x) * a₁ + x * a₀) ^ 2 + w * ((1 - x) * b₁ + x * b₀) ^ 2)
    (hc' : ∀ x : ℝ, ((1 - c') * a₁ + c' * a₀) ^ 2 + w' * ((1 - c') * b₁ + c' * b₀) ^ 2
      ≤ ((1 - x) * a₁ + x * a₀) ^ 2 + w' * ((1 - x) * b₁ + x * b₀) ^ 2) :
    (a₁ / (a₁ - a₀) < b₁ / (b₁ - b₀) →
      a₁ / (a₁ - a₀) < c ∧ c < c' ∧ c' < b₁ / (b₁ - b₀)) ∧
    (b₁ / (b₁ - b₀) < a₁ / (a₁ - a₀) →
      b₁ / (b₁ - b₀) < c' ∧ c' < c ∧ c < a₁ / (a₁ - a₀)) := by
  have h1 : IsMinimizer a₀ a₁ b₀ b₁ w c := fun x => by
    simp only [objective, mixed, smul_eq_mul, Real.norm_eq_abs, sq_abs]
    exact hc x
  have h2 : IsMinimizer a₀ a₁ b₀ b₁ w' c' := fun x => by
    simp only [objective, mixed, smul_eq_mul, Real.norm_eq_abs, sq_abs]
    exact hc' x
  have h := minimizer_strict_motion ha hb hw hww h1 h2
  rwa [channelOpt_real ha, channelOpt_real hb] at h

end

end AndersonResidualMetric
```

```lean
#print axioms AndersonResidualMetric.minimizer_of_coincide
#print axioms AndersonResidualMetric.minimizer_limits
#print axioms AndersonResidualMetric.scalar_strict_motion
```

```
'AndersonResidualMetric.minimizer_of_coincide' depends on axioms: [propext, Classical.choice, Quot.sound]
'AndersonResidualMetric.minimizer_limits' depends on axioms: [propext, Classical.choice, Quot.sound]
'AndersonResidualMetric.scalar_strict_motion' depends on axioms: [propext, Classical.choice, Quot.sound]
```

## One mixing step in a spin-polarised calculation

In a collinear calculation, let $n_i$ and $m_i$ be the input charge and spin densities of iteration $i$, with $i=1$ the newer one. The residuals $a_i$ and $b_i$ are output minus input, stored for instance as values on a grid. Four inner products then determine the coefficient:

$$c=\frac{\langle a_1-a_0,a_1\rangle+w\langle b_1-b_0,b_1\rangle}{\|a_1-a_0\|^2+w\|b_1-b_0\|^2}.$$

With a damping factor $\beta$, the next charge input is

$$(1-c)(n_1+\beta a_1)+c\,(n_0+\beta a_0),$$

and the spin input is formed in the same way with the same $c$. That shared coefficient is what forces the compromise between the channels.

As a scalar example, take $a_0=4$, $a_1=2$, $b_0=-1$ and $b_1=1$. The charge optimum is $-1$ and the spin optimum is $1/2$. At $w=1$ the minimizer is $-1/4$, and at $w=3$ it is $1/8$. The change of weight turns an extrapolation into an interpolation between the two iterations.

The comparison holds the four residuals fixed while $w$ changes. In a full run, a different weight can also change the later densities and their residuals, so the result does not say which weight converges in fewer iterations.
